# The averaged Trotter step for \(\sigma_x\) and \(\sigma_z\) is unitary only when \(\sin t = 0\)

Take the two Lie-Trotter steps for the Hamiltonian \(\sigma_x+\sigma_z\), one for each order of the factors, and average them:

\[
W=\tfrac12\left(e^{-it\sigma_x}e^{-it\sigma_z}+e^{-it\sigma_z}e^{-it\sigma_x}\right).
\]

Then, for every real \(t\),

\[
W^\dagger W=(1-\sin^4 t)\,\mathbb 1 ,
\]

and \(W\) is unitary exactly when \(\sin t=0\). Each ordered product is unitary, but their mean shortens every nonzero state vector at all other times. For split-step propagation of a two-level system with this Hamiltonian, symmetrising by averaging therefore costs norm at every step with \(\sin t\neq0\). The Pauli case follows from a formula for the loss that holds for any two Hermitian matrices of the same finite size.

## Propagators and the averaged step

States have finitely many components, labelled by a finite index type `m`, so a Hamiltonian is a square complex matrix.

```lean
import Mathlib

open Matrix
open scoped ComplexOrder

namespace AveragedTrotter

noncomputable section

variable {m : Type*} [Fintype m] [DecidableEq m]
```

With \(\hbar=1\), a time-independent Hamiltonian \(H\) has the propagator

\[
U=e^{-itH}=\sum_{k\ge 0}\frac{(-it)^k}{k!}H^k .
\]

In Lean this is the matrix exponential itself, not a truncated series. The time `t` is any real number, and the definition accepts any matrix; that `H` is Hermitian enters later as a hypothesis.

```lean
/-- The propagator `exp(-itH)` of a Hamiltonian matrix `H`, in units with `ħ = 1`. -/
def propagator (H : Matrix m m ℂ) (t : ℝ) : Matrix m m ℂ :=
  NormedSpace.exp ((-(Complex.I * (t : ℂ))) • H)
```

For a second Hamiltonian \(K\) with propagator \(V=e^{-itK}\), the averaged step is \(W=\tfrac12(UV+VU)\). In the first product \(K\) acts on the state first, in the second \(H\) does.

```lean
/-- The arithmetic mean of the two Lie-Trotter steps for `H + K`, one for each ordering. -/
def averagedStep (H K : Matrix m m ℂ) (t : ℝ) : Matrix m m ℂ :=
  (1 / 2 : ℂ) • (propagator H t * propagator K t + propagator K t * propagator H t)
```

The example uses two Pauli matrices with unit coefficients, so that \(t\) is a dimensionless angle. The first is

\[
\sigma_x=\begin{pmatrix}0&1\\1&0\end{pmatrix}.
\]

```lean
/-- The Pauli matrix `σx`. -/
def sx : Matrix (Fin 2) (Fin 2) ℂ := !![0, 1; 1, 0]
```

The second is

\[
\sigma_z=\begin{pmatrix}1&0\\0&-1\end{pmatrix}.
\]

```lean
/-- The Pauli matrix `σz`. -/
def sz : Matrix (Fin 2) (Fin 2) ℂ := !![1, 0; 0, -1]
```

## Each propagator preserves the norm

If \(H^\dagger=H\), taking the adjoint of the exponential changes only the sign of \(i\), so \(U^\dagger=e^{+itH}\). The exponents \(itH\) and \(-itH\) commute, and therefore

\[
U^\dagger U=e^{itH}e^{-itH}=e^{itH-itH}=e^{0}=\mathbb 1 .
\]

The Lean proof takes the same route. `hs` conjugates the scalar, `hc` records that the exponents commute, and `Matrix.exp_add_of_commute` merges the two exponentials. The symbol `ᴴ` is the conjugate transpose.

```lean
/-- The propagator `U` of a Hermitian Hamiltonian satisfies `U* U = 1`. -/
theorem propagator_isometry {H : Matrix m m ℂ} (hH : H.IsHermitian) (t : ℝ) :
    (propagator H t)ᴴ * propagator H t = 1 := by
  have hs : star (-(Complex.I * (t : ℂ))) = Complex.I * (t : ℂ) := by
    change (starRingEnd ℂ) _ = _
    simp
  have hc : Commute ((Complex.I * (t : ℂ)) • H) ((-(Complex.I * (t : ℂ))) • H) :=
    ((Commute.refl H).smul_left _).smul_right _
  unfold propagator
  -- the adjoint is the propagator for the reversed time
  rw [← Matrix.exp_conjTranspose, conjTranspose_smul, hH.eq, hs,
    ← Matrix.exp_add_of_commute _ _ hc, ← add_smul, add_neg_cancel, zero_smul,
    NormedSpace.exp_zero]
```

## The loss of squared norm comes from the commutator

Write \(X=UV\) and \(Y=VU\). Both preserve the norm, since

\[
X^\dagger X=V^\dagger U^\dagger U V=V^\dagger V=\mathbb 1,
\]

and likewise \(Y^\dagger Y=\mathbb 1\). Expanding the sum and the difference gives

\[
(X+Y)^\dagger(X+Y)=2\cdot\mathbb 1+X^\dagger Y+Y^\dagger X,
\]
\[
(X-Y)^\dagger(X-Y)=2\cdot\mathbb 1-X^\dagger Y-Y^\dagger X .
\]

The two lines add up to \(4\cdot\mathbb 1\), which is the parallelogram identity. With \(W=\tfrac12(X+Y)\) and the commutator \(C=X-Y=UV-VU\),

\[
W^\dagger W=\mathbb 1-\tfrac14\,C^\dagger C .
\]

Taken between a state \(\psi\) and itself, this reads \(\|W\psi\|^2=\|\psi\|^2-\tfrac14\|C\psi\|^2\): averaging can lower the norm but never raise it.

In the proof, `hmul` is the statement about products, and `hX` and `hY` apply it to the two orderings. The `generalize` lines then replace the products by plain matrices `X` and `Y`, because the identity needs nothing else about them. After the expansion, `module` compares coefficients.

```lean
/-- For Hermitian `H` and `K`, the averaged step `W` misses unitarity by a quarter of `C* C`,
where `C` is the commutator of the two propagators. -/
theorem averagedStep_defect {H K : Matrix m m ℂ} (hH : H.IsHermitian) (hK : K.IsHermitian)
    (t : ℝ) :
    (averagedStep H K t)ᴴ * averagedStep H K t = 1 - (1 / 4 : ℂ) •
      ((propagator H t * propagator K t - propagator K t * propagator H t)ᴴ *
        (propagator H t * propagator K t - propagator K t * propagator H t)) := by
  have hmul : ∀ U V : Matrix m m ℂ, Uᴴ * U = 1 → Vᴴ * V = 1 → (U * V)ᴴ * (U * V) = 1 := by
    intro U V hU hV
    calc (U * V)ᴴ * (U * V) = Vᴴ * (Uᴴ * U) * V := by
          simp only [conjTranspose_mul, mul_assoc]
      _ = 1 := by rw [hU, mul_one, hV]
  have hX := hmul _ _ (propagator_isometry hH t) (propagator_isometry hK t)
  have hY := hmul _ _ (propagator_isometry hK t) (propagator_isometry hH t)
  have hs : star (1 / 2 : ℂ) = 1 / 2 := by
    change (starRingEnd ℂ) _ = _
    simp only [map_div₀, map_one, map_ofNat]
  unfold averagedStep
  generalize propagator H t * propagator K t = X at *
  generalize propagator K t * propagator H t = Y at *
  -- parallelogram identity for the two orderings
  rw [conjTranspose_smul, hs]
  simp only [conjTranspose_add, conjTranspose_sub, smul_mul_assoc, mul_smul_comm,
    add_mul, mul_add, sub_mul, mul_sub, hX, hY]
  module
```

\(W\) is therefore unitary exactly when \(C^\dagger C=0\). The \(j\)-th diagonal entry of \(C^\dagger C\) is \(\sum_i|C_{ij}|^2\), so \(C^\dagger C=0\) forces every entry of \(C\) to vanish, which means \(UV=VU\).

The condition concerns the propagators at the given \(t\), not the Hamiltonians. At \(t=\pi\) both Pauli propagators equal \(-\mathbb 1\) and commute, although \(\sigma_x\) and \(\sigma_z\) do not.

In Lean, unitarity is membership in `Matrix.unitaryGroup`, which for square matrices reduces to \(W^\dagger W=\mathbb 1\). The entrywise argument is supplied by `Matrix.conjTranspose_mul_self_eq_zero`.

```lean
/-- For Hermitian `H` and `K`, the averaged step is unitary exactly when the two propagators
commute. -/
theorem averagedStep_unitary_iff {H K : Matrix m m ℂ} (hH : H.IsHermitian)
    (hK : K.IsHermitian) (t : ℝ) :
    averagedStep H K t ∈ Matrix.unitaryGroup m ℂ ↔
      propagator H t * propagator K t = propagator K t * propagator H t := by
  rw [Matrix.mem_unitaryGroup_iff', star_eq_conjTranspose, averagedStep_defect hH hK t,
    sub_eq_self, smul_eq_zero_iff_right (by norm_num : (1 / 4 : ℂ) ≠ 0),
    Matrix.conjTranspose_mul_self_eq_zero, sub_eq_zero]
```

## Euler's formula for a matrix that squares to one

Let \(A^2=\mathbb 1\) and set \(P_\pm=\tfrac12(\mathbb 1\pm A)\), the projectors onto the eigenspaces for the eigenvalues \(\pm1\). Since \(P_\pm A=\pm P_\pm\) and \(P_++P_-=\mathbb 1\), induction on \(k\) gives

\[
A^k=P_++(-1)^kP_- .
\]

Inserted into the exponential series, this splits it into two scalar series:

\[
e^{zA}=e^{z}P_++e^{-z}P_- .
\]

At \(z=-it\) the scalars are \(\cos t\mp i\sin t\), and

\[
e^{-itA}=\cos t\,(P_++P_-)-i\sin t\,(P_+-P_-)=\cos t\,\mathbb 1-i\sin t\,A .
\]

The formula needs only \(A^2=\mathbb 1\); \(A\) need not be Hermitian. In the proof, `hpow` is the induction and `hz` the scalar exponential series. `hexp` adds the two series and matches them term by term with the matrix series, and `e1` and `e2` are Euler's formula for the two phases.

```lean
/-- Euler's formula for a matrix with `A² = 1`: `exp(-itA) = cos t - i sin t A`. -/
theorem propagator_involution {A : Matrix m m ℂ} (hA : A * A = 1) (t : ℝ) :
    propagator A t = (Real.cos t : ℂ) • (1 : Matrix m m ℂ)
      - (Complex.I * (Real.sin t : ℂ)) • A := by
  have hz : ∀ z : ℂ, HasSum (fun k : ℕ => (k.factorial : ℂ)⁻¹ * z ^ k) (Complex.exp z) := by
    intro z
    rw [Complex.exp_eq_exp_ℂ]
    simpa only [smul_eq_mul] using NormedSpace.exp_series_hasSum_exp' (𝕂 := ℂ) z
  -- powers of A, split over the projectors (1 + A)/2 and (1 - A)/2
  have hpow : ∀ k : ℕ, A ^ k = (1 / 2 : ℂ) • (1 + A) + ((-1 : ℂ) ^ k * (1 / 2)) • (1 - A) := by
    intro k
    induction k with
    | zero =>
      rw [pow_zero, pow_zero]
      module
    | succ k ih =>
      rw [pow_succ, ih, pow_succ]
      simp only [add_mul, sub_mul, smul_mul_assoc, one_mul, hA]
      module
  have hexp : ∀ z : ℂ, NormedSpace.exp (z • A) =
      Complex.exp z • ((1 / 2 : ℂ) • (1 + A)) + Complex.exp (-z) • ((1 / 2 : ℂ) • (1 - A)) := by
    intro z
    have h : HasSum (fun k : ℕ => ((k.factorial : ℂ)⁻¹ * z ^ k) • ((1 / 2 : ℂ) • (1 + A))
        + ((k.factorial : ℂ)⁻¹ * (-z) ^ k) • ((1 / 2 : ℂ) • (1 - A))) _ :=
      ((hz z).smul_const _).add ((hz (-z)).smul_const _)
    rw [NormedSpace.exp_eq_tsum ℂ]
    refine Eq.trans (tsum_congr fun k => ?_) h.tsum_eq
    rw [smul_pow, hpow, neg_pow z]
    module
  have e1 : Complex.exp (-(Complex.I * (t : ℂ))) =
      (Real.cos t : ℂ) - Complex.I * (Real.sin t : ℂ) := by
    rw [show -(Complex.I * (t : ℂ)) = (-(t : ℂ)) * Complex.I by ring, Complex.exp_mul_I,
      Complex.cos_neg, Complex.sin_neg, Complex.ofReal_cos, Complex.ofReal_sin]
    ring
  have e2 : Complex.exp (-(-(Complex.I * (t : ℂ)))) =
      (Real.cos t : ℂ) + Complex.I * (Real.sin t : ℂ) := by
    rw [neg_neg, mul_comm Complex.I (t : ℂ), Complex.exp_mul_I, Complex.ofReal_cos,
      Complex.ofReal_sin]
    ring
  unfold propagator
  rw [hexp, e1, e2]
  module
```

## For anticommuting Hermitian matrices that square to one, the averaged step loses a fraction \(\sin^4 t\) of the squared norm

Now let \(A\) and \(B\) be Hermitian with \(A^2=B^2=\mathbb 1\) and \(AB=-BA\). Physically these are two-valued observables with outcomes \(\pm1\), such as the components of a spin 1/2 along two perpendicular axes, in units of \(\hbar/2\). With \(U=e^{-itA}\), \(V=e^{-itB}\), \(c=\cos t\) and \(s=\sin t\),

\[
UV=c^2\,\mathbb 1-ics\,(A+B)-s^2AB,
\]
\[
VU=c^2\,\mathbb 1-ics\,(A+B)-s^2BA .
\]

Everything but the last terms cancels in the difference:

\[
C=UV-VU=-s^2(AB-BA)=-2s^2AB .
\]

The product \(AB\) preserves the norm, because \((AB)^\dagger AB=BAAB=B^2=\mathbb 1\). Hence \(C^\dagger C=4s^4\,\mathbb 1\), and the formula for the loss gives

\[
W^\dagger W=\mathbb 1-\tfrac14\cdot4s^4\,\mathbb 1=(1-\sin^4t)\,\mathbb 1 .
\]

The Lean steps come in the same order. `hC` computes the commutator, with the coefficient first written as \(2(is)^2\), `hcoef` turns this into \(-2s^2\), and `hP` is the statement about \(AB\).

```lean
/-- For anticommuting Hermitian matrices `A` and `B` with `A² = B² = 1`, the averaged step `W`
satisfies `W* W = (1 - sin⁴ t) 1`. -/
theorem averagedStep_anticommuting {A B : Matrix m m ℂ} (hA : A.IsHermitian)
    (hB : B.IsHermitian) (hA2 : A * A = 1) (hB2 : B * B = 1) (hAB : A * B = -(B * A)) (t : ℝ) :
    (averagedStep A B t)ᴴ * averagedStep A B t =
      (1 - (Real.sin t : ℂ) ^ 4) • (1 : Matrix m m ℂ) := by
  have hBA : B * A = -(A * B) := by rw [hAB, neg_neg]
  -- only the product of the two sine terms survives in the commutator
  have hC : propagator A t * propagator B t - propagator B t * propagator A t =
      (2 * (Complex.I * (Real.sin t : ℂ)) ^ 2) • (A * B) := by
    rw [propagator_involution hA2, propagator_involution hB2]
    simp only [sub_mul, mul_sub, smul_mul_assoc, mul_smul_comm, one_mul, mul_one, hBA]
    module
  have hcoef : 2 * (Complex.I * (Real.sin t : ℂ)) ^ 2 = -(2 * (Real.sin t : ℂ) ^ 2) := by
    rw [mul_pow, Complex.I_sq]
    ring
  have hs : star (-(2 * (Real.sin t : ℂ) ^ 2)) = -(2 * (Real.sin t : ℂ) ^ 2) := by
    change (starRingEnd ℂ) _ = _
    simp only [map_neg, map_mul, map_pow, map_ofNat, Complex.conj_ofReal]
  have hP : (A * B)ᴴ * (A * B) = 1 := by
    calc (A * B)ᴴ * (A * B) = B * (A * A) * B := by
          simp only [conjTranspose_mul, hA.eq, hB.eq, mul_assoc]
      _ = 1 := by rw [hA2, mul_one, hB2]
  rw [averagedStep_defect hA hB t, hC, hcoef, conjTranspose_smul, hs, smul_mul_assoc,
    mul_smul_comm, hP]
  module
```

## The Pauli matrices

Both matrices equal their conjugate transposes and square to the identity. Their products are

\[
\sigma_x\sigma_z=\begin{pmatrix}0&-1\\1&0\end{pmatrix},\qquad
\sigma_z\sigma_x=\begin{pmatrix}0&1\\-1&0\end{pmatrix},
\]

which differ by a sign. Lean checks all five relations entry by entry.

```lean
/-- The Pauli matrices `σx` and `σz` are Hermitian, square to one and anticommute. -/
theorem pauli_witness : sx.IsHermitian ∧ sz.IsHermitian ∧ sx * sx = 1 ∧ sz * sz = 1 ∧
    sx * sz = -(sz * sx) := by
  refine ⟨Matrix.IsHermitian.ext fun i j => ?_, Matrix.IsHermitian.ext fun i j => ?_,
    ?_, ?_, ?_⟩
  · fin_cases i <;> fin_cases j <;> simp [sx]
  · fin_cases i <;> fin_cases j <;> simp [sz]
  · ext i j
    fin_cases i <;> fin_cases j <;> simp [sx, Matrix.mul_apply, Fin.sum_univ_succ]
  · ext i j
    fin_cases i <;> fin_cases j <;> simp [sz, Matrix.mul_apply, Fin.sum_univ_succ]
  · ext i j
    fin_cases i <;> fin_cases j <;> simp [sx, sz, Matrix.mul_apply, Fin.sum_univ_succ]
```

The formula for \(W^\dagger W\) therefore applies to \(\sigma_x\) and \(\sigma_z\). If \(W\) is unitary, the upper left entries of \((1-\sin^4t)\,\mathbb 1=\mathbb 1\) give \(\sin^4t=0\), hence \(\sin t=0\). Conversely, \(\sin t=0\) makes the prefactor equal to one. The final theorem states both parts for every real `t`, and its proof treats the two directions separately.

```lean
/-- For `σx` and `σz` the averaged step `W` satisfies `W* W = (1 - sin⁴ t) 1`, and it is unitary
exactly when `sin t = 0`. -/
theorem pauli_averagedStep (t : ℝ) :
    (averagedStep sx sz t)ᴴ * averagedStep sx sz t =
      (1 - (Real.sin t : ℂ) ^ 4) • (1 : Matrix (Fin 2) (Fin 2) ℂ) ∧
    (averagedStep sx sz t ∈ Matrix.unitaryGroup (Fin 2) ℂ ↔ Real.sin t = 0) := by
  obtain ⟨hx, hz, hx2, hz2, hxz⟩ := pauli_witness
  have hW := averagedStep_anticommuting hx hz hx2 hz2 hxz t
  refine ⟨hW, ?_⟩
  rw [Matrix.mem_unitaryGroup_iff', star_eq_conjTranspose, hW]
  constructor
  · intro h
    -- compare the upper left entries
    have h0 := congrFun (congrFun h 0) 0
    rw [Matrix.smul_apply, Matrix.one_apply_eq, smul_eq_mul, mul_one] at h0
    have h4 : (Real.sin t : ℂ) ^ 4 = 0 := by linear_combination -h0
    exact Complex.ofReal_eq_zero.mp ((pow_eq_zero_iff (by norm_num)).mp h4)
  · intro h
    rw [h, Complex.ofReal_zero, zero_pow (by norm_num), sub_zero, one_smul]

end

end AveragedTrotter
```

```lean
#print axioms AveragedTrotter.averagedStep_unitary_iff
#print axioms AveragedTrotter.pauli_averagedStep
```

```
'AveragedTrotter.averagedStep_unitary_iff' depends on axioms: [propext, Classical.choice, Quot.sound]
'AveragedTrotter.pauli_averagedStep' depends on axioms: [propext, Classical.choice, Quot.sound]
```

## One step at \(t=\pi/6\)

Here \(\sin t=\tfrac12\) and \(\cos t=\tfrac{\sqrt3}{2}\). In the average the terms \(AB\) and \(BA\) cancel, so

\[
W=\cos^2t\,\mathbb 1-i\sin t\cos t\,(\sigma_x+\sigma_z)
=\tfrac34\,\mathbb 1-\tfrac{i\sqrt3}{4}(\sigma_x+\sigma_z).
\]

Acting on the spin-up state, this gives

\[
W\begin{pmatrix}1\\0\end{pmatrix}=\frac14\begin{pmatrix}3-i\sqrt3\\-i\sqrt3\end{pmatrix},
\qquad
\text{squared norm}=\frac{9+3+3}{16}=\frac{15}{16}=1-\left(\tfrac12\right)^4 .
\]

After ten such steps the squared norm is \((15/16)^{10}\approx0.52\). At \(t=\pi/2\) the loss is total: the two orderings are exactly opposite and \(W=0\).

## The averaged step in a propagation code

A code that uses this step keeps two copies of the state vector, applies the two exponentials in opposite orders, and stores half the sum. The average removes the leading commutator error of a single ordering, which is its appeal. For the Pauli pair with time step \(\tau\), however, the squared norm is multiplied by \(1-\sin^4\tau\) at each step, so over a fixed total time \(T\) it falls by a fraction of about \(T\tau^3\) when \(\tau\) is small. A norm monitor shows this as a slow, steady decay that shrinks as the time step is reduced.

Rescaling the state after each step restores the norm, provided the step has not sent the state to zero. For the Pauli pair, away from \(\cos\tau=0\), it also restores a unitary map, because the loss is the same for every state. For general \(H\) and \(K\) the loss \(\tfrac14\|C\psi\|^2\) depends on the state, and rescaling then need not amount to a unitary step. The symmetric product \(e^{-i\tau K/2}e^{-i\tau H}e^{-i\tau K/2}\) also removes the leading error, and it is unitary for Hermitian \(H\) and \(K\) because each factor is.

These estimates of accuracy and accumulated loss are ordinary small-step expansions; the theorems concern the unitarity of a single step. They cover time-independent Hamiltonians given as finite matrices, which includes kinetic and potential energy on a finite grid but not unbounded operators in the continuum.
